# A full-rank n-dimensional reciprocal lattice has exactly 2ⁿ time-reversal invariant momenta modulo lattice vectors

## Lattice, momenta and labels

Momenta are real vectors k with components kᵢ, where i runs over a finite index set `ι` of size n. The columns of a real n by n matrix B are the reciprocal basis vectors, with any factor of 2π already included in B.

```lean
import Mathlib

open Matrix

namespace TimeReversalMomenta

noncomputable section

variable {ι : Type*} [Fintype ι]
```

The reciprocal lattice is the set of vectors B m with m ∈ ℤⁿ. It is closed under addition and negation, so it is an additive subgroup of momentum space.

```lean
/-- The reciprocal lattice: all integer combinations of the columns of `B`. -/
def recipLattice (B : Matrix ι ι ℝ) : AddSubgroup (ι → ℝ) where
  carrier := {G | ∃ m : ι → ℤ, G = B *ᵥ (fun i => (m i : ℝ))}
  zero_mem' := ⟨0, by ext i; simp [Matrix.mulVec, dotProduct]⟩
  add_mem' := by
    rintro _ _ ⟨m, rfl⟩ ⟨p, rfl⟩
    exact ⟨m + p, by rw [← Matrix.mulVec_add]; congr 1; ext i; simp⟩
  neg_mem' := by
    rintro _ ⟨m, rfl⟩
    exact ⟨-m, by rw [← Matrix.mulVec_neg]; congr 1; ext i; simp⟩
```

Time reversal sends k to −k. A momentum is invariant when the two describe the same crystal momentum:

k − (−k) ∈ B ℤⁿ.

```lean
/-- A momentum is time-reversal invariant when `k` and `-k` differ by a reciprocal
lattice vector. -/
def IsTRIM (B : Matrix ι ι ℝ) (k : ι → ℝ) : Prop := k - (-k) ∈ recipLattice B
```

Each string s ∈ {0,1}ⁿ labels a candidate, B s/2. In Lean the entries of s have type `Fin 2` and are read as the real numbers 0 and 1.

```lean
/-- The momentum `B s / 2` labelled by a string `s` of zeros and ones. -/
def trimPoint (B : Matrix ι ι ℝ) (s : ι → Fin 2) : ι → ℝ :=
  B *ᵥ (fun i => ((s i : ℕ) : ℝ) / 2)
```

Identifying momenta that differ by a lattice vector gives a quotient group. It is the Brillouin torus when the columns of B are linearly independent.

```lean
/-- Momentum space modulo the reciprocal lattice. This is the Brillouin torus when the columns of
`B` are linearly independent. -/
abbrev BrillouinTorus (B : Matrix ι ι ℝ) := (ι → ℝ) ⧸ recipLattice B
```

Its invariant points are the classes q with q = −q.

```lean
/-- The points of the Brillouin torus that are fixed by the reversal of momentum. -/
def trimClasses (B : Matrix ι ι ℝ) : Set (BrillouinTorus B) := {q | q = -q}
```

A real function f of momentum is lattice-periodic when f(k + G) = f(k) for every k and every lattice vector G.

```lean
/-- A function of momentum is lattice-periodic when a shift by any reciprocal lattice
vector leaves it unchanged. -/
def IsLatticePeriodic (B : Matrix ι ι ℝ) (f : (ι → ℝ) → ℝ) : Prop :=
  ∀ k, ∀ G ∈ recipLattice B, f (k + G) = f k
```

## Invariant momenta are half lattice vectors

Since k − (−k) = 2k, invariance means 2k = B m for some integer vector m, that is,

k = B m/2.

Doubling this equation gives the converse. Nothing is inverted, so B may be singular here. In the proof, `half` takes the factor 1/2 outside the matrix product, and `module` does the vector arithmetic.

```lean
/-- The time-reversal invariant momenta are exactly the halves of reciprocal lattice
vectors. -/
theorem isTRIM_iff_half (B : Matrix ι ι ℝ) (k : ι → ℝ) :
    IsTRIM B k ↔ ∃ m : ι → ℤ, k = B *ᵥ (fun i => (m i : ℝ) / 2) := by
  have half : ∀ m : ι → ℤ, B *ᵥ (fun i => (m i : ℝ) / 2)
      = (1 / 2 : ℝ) • (B *ᵥ (fun i => (m i : ℝ))) := by
    intro m
    rw [← Matrix.mulVec_smul]
    congr 1
    ext i
    simp only [Pi.smul_apply, smul_eq_mul]
    ring
  constructor
  · rintro ⟨m, hm⟩
    refine ⟨m, ?_⟩
    calc k = (1 / 2 : ℝ) • (k - -k) := by module
      _ = _ := by rw [hm]; exact (half m).symm
  · rintro ⟨m, hm⟩
    refine ⟨m, ?_⟩
    rw [hm.trans (half m)]
    module
```

Choosing m = s shows that every labelled momentum is invariant.

```lean
/-- Every momentum `B s / 2` is time-reversal invariant. -/
theorem trimPoint_isTRIM (B : Matrix ι ι ℝ) (s : ι → Fin 2) : IsTRIM B (trimPoint B s) :=
  (isTRIM_iff_half B _).2 ⟨fun i => ((s i : ℕ) : ℤ), by simp [trimPoint]⟩
```

## One label for each class

From here to the count, det B ≠ 0 is assumed: the reciprocal basis vectors are linearly independent, as they are for a crystal periodic in all n directions. Suppose that two labelled momenta differ by a lattice vector:

B s/2 − B t/2 = B p, with p ∈ ℤⁿ.

Multiplying by B⁻¹ gives, for each i,

sᵢ − tᵢ = 2pᵢ.

The left side is −1, 0 or 1 and the right side is even, so both are 0 and s = t. Lean applies B⁻¹ to both sides, passes from real numbers to integers with `exact_mod_cast`, and leaves the parity argument to `omega`.

```lean
/-- For linearly independent reciprocal basis vectors, two momenta `B s / 2` and `B t / 2`
that differ by a reciprocal lattice vector have the same label. -/
theorem trimPoint_label_unique [DecidableEq ι] {B : Matrix ι ι ℝ} (hB : B.det ≠ 0)
    {s t : ι → Fin 2} (h : trimPoint B s - trimPoint B t ∈ recipLattice B) : s = t := by
  obtain ⟨p, hp⟩ := h
  unfold trimPoint at hp
  rw [← Matrix.mulVec_sub] at hp
  -- invertibility of `B` lets us compare lattice coordinates
  have h := congrArg (fun v => B⁻¹ *ᵥ v) hp
  simp only [Matrix.mulVec_mulVec, Matrix.nonsing_inv_mul B (isUnit_iff_ne_zero.mpr hB),
    Matrix.one_mulVec] at h
  funext i
  have hi := congrFun h i
  simp only [Pi.sub_apply] at hi
  -- the two labels differ by an even integer
  have hz : ((s i : ℕ) : ℤ) - ((t i : ℕ) : ℤ) = 2 * p i := by
    have hr : ((s i : ℕ) : ℝ) - ((t i : ℕ) : ℝ) = 2 * (p i : ℝ) := by linarith
    exact_mod_cast hr
  have hs := (s i).isLt
  have ht := (t i).isLt
  apply Fin.ext
  omega
```

For existence, write an invariant momentum as k = B m/2 and divide each mᵢ by two with remainder:

mᵢ = 2qᵢ + sᵢ, with sᵢ ∈ {0,1}.

Then k − B s/2 = B q is a lattice vector. If t is another such label, subtracting the two lattice vectors gives

(k − B s/2) − (k − B t/2) = B t/2 − B s/2 ∈ B ℤⁿ,

and the previous step gives t = s. Conversely, if k − B s/2 is a lattice vector, then so is

k − (−k) = 2(k − B s/2) + (B s/2 − (−B s/2)).

The symbol `∃!` in the statement means that exactly one s exists.

```lean
/-- For linearly independent reciprocal basis vectors, a momentum is time-reversal invariant if and
only if it is congruent, modulo the reciprocal lattice, to `B s / 2` for exactly one string `s` of
zeros and ones. -/
theorem isTRIM_iff_existsUnique [DecidableEq ι] {B : Matrix ι ι ℝ} (hB : B.det ≠ 0)
    (k : ι → ℝ) :
    IsTRIM B k ↔ ∃! s : ι → Fin 2, k - trimPoint B s ∈ recipLattice B := by
  constructor
  · intro h
    obtain ⟨m, hk⟩ := (isTRIM_iff_half B k).1 h
    -- split each integer coordinate into an even part and a remainder
    have hsplit : ∀ i, ∃ (s : Fin 2) (q : ℤ), m i = 2 * q + ((s : ℕ) : ℤ) := fun i =>
      ⟨⟨(m i % 2).toNat, by omega⟩, m i / 2, by
        show m i = 2 * (m i / 2) + (((m i % 2).toNat : ℕ) : ℤ)
        omega⟩
    choose s q hsq using hsplit
    have hs : k - trimPoint B s ∈ recipLattice B := by
      refine ⟨q, ?_⟩
      rw [hk, trimPoint, ← Matrix.mulVec_sub]
      congr 1
      ext i
      have hi : (m i : ℝ) = 2 * (q i : ℝ) + ((s i : ℕ) : ℝ) := by exact_mod_cast hsq i
      simp only [Pi.sub_apply]
      linarith
    refine ⟨s, hs, fun t ht => trimPoint_label_unique hB ?_⟩
    have hd := (recipLattice B).sub_mem hs ht
    rwa [sub_sub_sub_cancel_left] at hd
  · rintro ⟨s, hs, -⟩
    have h := (recipLattice B).add_mem ((recipLattice B).add_mem hs hs) (trimPoint_isTRIM B s)
    have e : k - -k = (k - trimPoint B s) + (k - trimPoint B s)
        + (trimPoint B s - -trimPoint B s) := by abel
    unfold IsTRIM
    rw [e]
    exact h
```

As an example, let B have columns (2, 0) and (1, 2), and take k = (2.5, −1). Then

2k = (5, −2) = 3·(2, 0) − 1·(1, 2),

so m = (3, −1). Division with remainder gives q = (1, −1) and s = (1, 1). The labelled momentum is B s/2 = (1.5, 1), and k − B s/2 = (1, −2) = B q. The four classes are represented by (0, 0), (1, 0), (0.5, 1) and (1.5, 1).

## Counting on the torus

The class of k equals its negative exactly when k is invariant; this is `hmem`. The map from s to the class of B s/2 is therefore injective by uniqueness of the label and surjective by its existence. There are 2ⁿ strings, hence 2ⁿ invariant points.

```lean
/-- For linearly independent reciprocal basis vectors, the Brillouin torus has exactly `2 ^ n`
time-reversal invariant points, where `n` is the dimension. -/
theorem card_trimClasses [DecidableEq ι] {B : Matrix ι ι ℝ} (hB : B.det ≠ 0) :
    Nat.card (trimClasses B) = 2 ^ Fintype.card ι := by
  have hmem : ∀ k : ι → ℝ,
      (QuotientAddGroup.mk k : BrillouinTorus B) ∈ trimClasses B ↔ IsTRIM B k :=
    fun k => QuotientAddGroup.eq_iff_sub_mem (x := k) (y := -k)
  -- the labels `s` enumerate the fixed points without repetition
  have hbij : Function.Bijective (fun s : ι → Fin 2 =>
      (⟨QuotientAddGroup.mk (trimPoint B s), (hmem _).2 (trimPoint_isTRIM B s)⟩ :
        trimClasses B)) := by
    constructor
    · intro s t h
      exact trimPoint_label_unique hB
        (QuotientAddGroup.eq_iff_sub_mem.1 (congrArg Subtype.val h))
    · rintro ⟨q, hq⟩
      obtain ⟨k, rfl⟩ := QuotientAddGroup.mk_surjective q
      obtain ⟨s, hs, -⟩ := (isTRIM_iff_existsUnique hB k).1 ((hmem k).1 hq)
      exact ⟨s, Subtype.ext (QuotientAddGroup.eq_iff_sub_mem.2 hs).symm⟩
  rw [← Nat.card_eq_of_bijective _ hbij]
  simp [Nat.card_eq_fintype_card]
```

For n = 3 this is 2³ = 8.

```lean
/-- In three dimensions, for linearly independent reciprocal basis vectors, the Brillouin torus has
exactly eight time-reversal invariant points. -/
theorem card_trimClasses_three {B : Matrix (Fin 3) (Fin 3) ℝ} (hB : B.det ≠ 0) :
    Nat.card (trimClasses B) = 8 := by
  rw [card_trimClasses hB]
  norm_num [Fintype.card_fin]
```

## Odd functions and even bands

In the independent-electron band theory of a perfect crystal whose Hamiltonian is time-reversal symmetric, the invariant momenta are those at which time reversal relates Bloch states of the same crystal momentum. The two consequences below concern scalar functions with assumed symmetry, and they do not need B to be invertible.

If f is periodic and odd, then at an invariant k

f(k) = f(−k + (k − (−k))) = f(−k) = −f(k),

so f(k) = 0.

```lean
/-- An odd lattice-periodic function vanishes at every time-reversal invariant momentum. -/
theorem odd_periodic_eq_zero {B : Matrix ι ι ℝ} {f : (ι → ℝ) → ℝ}
    (hper : IsLatticePeriodic B f) (hodd : ∀ k, f (-k) = -f k)
    {k : ι → ℝ} (hk : IsTRIM B k) : f k = 0 := by
  have h := hper (-k) _ hk
  rw [show -k + (k - -k) = k by abel, hodd] at h
  linarith
```

If a band E is periodic and even, put G = k − (−k). Then for all x

E(G − x) = E(−x) = E(x).

The map x ↦ G − x fixes k and has derivative −1 times the identity. If E has derivative E′ at k, the chain rule gives E′ = −E′, so E′ = 0 and the gradient vanishes. Lean uses `HasFDerivAt.comp` for the chain rule and `hE.unique` to equate the two derivatives. Differentiability is a genuine condition: an energy-ordered band can have a kink where spin-orbit coupling splits a degenerate pair linearly in momentum.

```lean
/-- An even lattice-periodic band that is differentiable at a time-reversal invariant
momentum has zero derivative there. -/
theorem even_periodic_deriv_eq_zero {B : Matrix ι ι ℝ} {E : (ι → ℝ) → ℝ}
    (hper : IsLatticePeriodic B E) (heven : ∀ k, E (-k) = E k)
    {k : ι → ℝ} (hk : IsTRIM B k) {E' : (ι → ℝ) →L[ℝ] ℝ} (hE : HasFDerivAt E E' k) :
    E' = 0 := by
  -- the band is symmetric under reflection through `k`
  have hsym : (fun x => E (k - -k - x)) = E := by
    funext x
    rw [show k - -k - x = -x + (k - -k) by abel, hper (-x) _ hk, heven]
  have h1 : HasFDerivAt (fun x : ι → ℝ => k - -k - x)
      (-(ContinuousLinearMap.id ℝ (ι → ℝ))) k := (hasFDerivAt_id k).const_sub _
  have hE' : HasFDerivAt E E' (k - -k - k) := by
    rw [show k - -k - k = k by abel]
    exact hE
  have h2 : HasFDerivAt (fun x => E (k - -k - x))
      (E'.comp (-(ContinuousLinearMap.id ℝ (ι → ℝ)))) k :=
    HasFDerivAt.comp (f := fun x : ι → ℝ => k - -k - x) k hE' h1
  rw [hsym] at h2
  have h3 := hE.unique h2
  refine ContinuousLinearMap.ext fun v => ?_
  have h4 : E' v = E' (-v) := DFunLike.congr_fun h3 v
  rw [map_neg] at h4
  show E' v = 0
  linarith

end

end TimeReversalMomenta
```

```lean
#print axioms TimeReversalMomenta.isTRIM_iff_existsUnique
-- 'TimeReversalMomenta.isTRIM_iff_existsUnique' depends on axioms: [propext, Classical.choice, Quot.sound]
#print axioms TimeReversalMomenta.card_trimClasses_three
-- 'TimeReversalMomenta.card_trimClasses_three' depends on axioms: [propext, Classical.choice, Quot.sound]
#print axioms TimeReversalMomenta.odd_periodic_eq_zero
-- 'TimeReversalMomenta.odd_periodic_eq_zero' depends on axioms: [propext, Classical.choice, Quot.sound]
#print axioms TimeReversalMomenta.even_periodic_deriv_eq_zero
-- 'TimeReversalMomenta.even_periodic_deriv_eq_zero' depends on axioms: [propext, Classical.choice, Quot.sound]
```
